# Far out, a Gaussian contraction has the sign of its single most diffuse nonzero term

A 2s-like orbital built from s-type Gaussians on one nucleus needs coefficients of both signs, because it changes sign on the way out. At moderate distances the primitives compete. Which of them decides the sign far from the nucleus, and from what distance can one be sure of it?

Let $s$ be a finite set of labels. Primitive $i\in s$ has exponent $a_i$ and coefficient $c_i$, and the contraction is

$$f(r)=\sum_{i\in s} c_i\,e^{-a_i r^2}.$$

In Lean, `s` is a `Finset ι`, while `a` and `c` are real-valued functions on the labels. The primitives are unnormalised, so $c_i$ contains any normalisation constant; that constant is positive and leaves the sign of $c_i$ alone. Basis functions have $a_i>0$, but the proofs use only differences between exponents and don't require it. The variable $r$ is any real number, and `atTop` stands for $r\to+\infty$.

The results tell which coefficient sets the tail's sign in a contracted s-type basis function, for a finite sum of primitives on one centre. Decay is compared with Gaussians only, not with an exponential $e^{-zr}$.

```lean
import Mathlib

open Filter Topology

namespace GaussianTail

noncomputable section

variable {ι : Type*}

/-- The radial function `∑ c_i exp(-a_i r²)` of a finite set `s` of primitive Gaussians with
exponents `a` and coefficients `c`. -/
def contraction (s : Finset ι) (a c : ι → ℝ) (r : ℝ) : ℝ :=
  ∑ i ∈ s, c i * Real.exp (-a i * r ^ 2)
```

## (a) Shifting all exponents at once

Show that, for any real $b$,

$$e^{br^2}f(r)=\sum_{i\in s}c_i\,e^{-(a_i-b)r^2}.$$

Take the prefactor into the sum. In each term, $e^{br^2}e^{-a_ir^2}=e^{-(a_i-b)r^2}$.

In the proof, `Finset.mul_sum` distributes the factor and `Real.exp_add` combines the exponentials.

```lean
/-- Multiplying a contraction by `exp(b r²)` lowers every exponent by `b`. -/
theorem exp_mul_contraction (s : Finset ι) (a c : ι → ℝ) (b r : ℝ) :
    Real.exp (b * r ^ 2) * contraction s a c r =
      ∑ i ∈ s, c i * Real.exp (-(a i - b) * r ^ 2) := by
  unfold contraction
  rw [Finset.mul_sum]
  refine Finset.sum_congr rfl fun i _ => ?_
  have h : Real.exp (-(a i - b) * r ^ 2) =
      Real.exp (b * r ^ 2) * Real.exp (-a i * r ^ 2) := by
    rw [← Real.exp_add]
    congr 1
    ring
  rw [h]
  ring
```

## (b) A prefactor that is too weak

Suppose $b<a_i$ for every $i\in s$. Show that

$$\lim_{r\to\infty}e^{br^2}f(r)=0.$$

By (a), the product is a sum of terms $c_ie^{-(a_i-b)r^2}$. Since $a_i-b>0$, we have $(a_i-b)r^2\to\infty$, and each term tends to zero. A finite sum of such terms does too.

The steps `h1` and `h2` give the limit of one term, and `tendsto_finsetSum` adds the limits.

```lean
/-- If `b` lies below every exponent, then `exp(b r²) f(r)` tends to zero at large `r`. -/
theorem tendsto_zero_of_lt_exponents (s : Finset ι) (a c : ι → ℝ) {b : ℝ}
    (hb : ∀ i ∈ s, b < a i) :
    Tendsto (fun r => Real.exp (b * r ^ 2) * contraction s a c r) atTop (𝓝 0) := by
  simp only [exp_mul_contraction]
  rw [← Finset.sum_const_zero (s := s)]
  refine tendsto_finsetSum s fun i hi => ?_
  -- each shifted primitive is still a decaying Gaussian
  have h1 : Tendsto (fun r : ℝ => (a i - b) * r ^ 2) atTop atTop :=
    (tendsto_pow_atTop two_ne_zero).const_mul_atTop (sub_pos.2 (hb i hi))
  have h2 := (Real.tendsto_exp_neg_atTop_nhds_zero.comp h1).const_mul (c i)
  rw [mul_zero] at h2
  refine h2.congr fun r => ?_
  simp only [Function.comp_apply, neg_mul]
```

## (c) Isolating one primitive

For $k\in s$, show that

$$e^{a_kr^2}f(r)=c_k+e^{a_kr^2}\sum_{i\in s,\;i\ne k}c_i\,e^{-a_ir^2}.$$

Set $b=a_k$ in (a). The term $i=k$ becomes $c_ke^0=c_k$. Applying (a) in reverse to the remaining terms restores their original exponents and the common prefactor.

Lean writes the set without $k$ as `s.erase k`. In the smallest case, $s=\{k\}$, the remaining sum is empty and the left-hand side equals $c_k$ at every $r$.

```lean
/-- After multiplication by `exp(a_k r²)`, primitive `k` contributes the constant `c_k`, and the
other primitives form a contraction multiplied by the same factor. -/
theorem split_primitive [DecidableEq ι] {s : Finset ι} {a : ι → ℝ} (c : ι → ℝ) {k : ι}
    (hk : k ∈ s) (r : ℝ) :
    Real.exp (a k * r ^ 2) * contraction s a c r =
      c k + Real.exp (a k * r ^ 2) * contraction (s.erase k) a c r := by
  rw [exp_mul_contraction, exp_mul_contraction, ← Finset.add_sum_erase s _ hk]
  simp
```

## (d) Reading off the diffuse coefficient

Let $a_k<a_i$ for every other $i\in s$. Show that

$$\lim_{r\to\infty}e^{a_kr^2}f(r)=c_k.$$

In (c), the remaining sum contains only exponents above $a_k$. By (b) with $b=a_k$, its product with the prefactor tends to zero, which leaves $c_k$.

The hypothesis `hmin` says that $k$ has the strictly smallest exponent; the other exponents may coincide among themselves. With $\le$ in place of $<$ the claim fails: two primitives with equal exponents and coefficients $1$ and $1$ give the limit $2$. The Lean proof applies (b) to `s.erase k`, adds the constant `c k`, and uses (c) to return to the full contraction.

```lean
/-- If primitive `k` has a strictly smaller exponent than all others, then `exp(a_k r²) f(r)`
tends to its coefficient `c_k` at large `r`. -/
theorem tendsto_diffuse_coefficient {s : Finset ι} {a : ι → ℝ} (c : ι → ℝ) {k : ι}
    (hk : k ∈ s) (hmin : ∀ i ∈ s, i ≠ k → a k < a i) :
    Tendsto (fun r => Real.exp (a k * r ^ 2) * contraction s a c r) atTop (𝓝 (c k)) := by
  classical
  have h := (tendsto_zero_of_lt_exponents (s.erase k) a c (b := a k) fun i hi =>
    hmin i (Finset.mem_of_mem_erase hi) (Finset.ne_of_mem_erase hi)).const_add (c k)
  rw [add_zero] at h
  exact h.congr fun r => (split_primitive c hk r).symm
```

## (e) The sign of the tail

Keep the assumption of (d) and let $c_k\ne0$. Show that for all sufficiently large $r$

$$c_k\,f(r)>0.$$

Multiply the limit in (d) by $c_k$:

$$c_k\,e^{a_kr^2}f(r)\to c_k^2>0.$$

The left-hand side is therefore positive from some radius on. Dividing by the positive exponential gives the claim.

A positive product says both that $f(r)$ is nonzero and that it has the sign of $c_k$. The phrase `∀ᶠ r in atTop` means "for all $r$ beyond some radius". The `filter_upwards` step takes the positivity from the limit, and the last line removes the exponential.

```lean
/-- If the strictly most diffuse primitive has a nonzero coefficient, then at all sufficiently
large `r` the contraction is nonzero and has the sign of that coefficient. -/
theorem tail_sign {s : Finset ι} {a c : ι → ℝ} {k : ι} (hk : k ∈ s)
    (hmin : ∀ i ∈ s, i ≠ k → a k < a i) (hc : c k ≠ 0) :
    ∀ᶠ r in atTop, 0 < c k * contraction s a c r := by
  have h := (tendsto_diffuse_coefficient c hk hmin).const_mul (c k)
  filter_upwards [h.eventually (lt_mem_nhds (mul_self_pos.2 hc))] with r hr
  rw [mul_left_comm] at hr
  exact (mul_pos_iff_of_pos_left (Real.exp_pos _)).mp hr
```

## (f) A radius beyond which the sign is certain

Let $a_i\ge a_k+\delta$ for every $i\in s$ other than $k$, and put $C=\sum_{i\ne k}|c_i|$. Show that, at any given $r$,

$$C\,e^{-\delta r^2}<|c_k|\quad\Longrightarrow\quad c_k\,f(r)>0.$$

Write $g=e^{a_kr^2}f(r)$. By (c), (a) and the triangle inequality,

$$|g-c_k|\le\sum_{i\ne k}|c_i|\,e^{-(a_i-a_k)r^2}\le C\,e^{-\delta r^2}<|c_k|.$$

Squaring gives $(g-c_k)^2<c_k^2$, hence $g^2<2c_kg$. So $c_kg>0$, and dividing by $e^{a_kr^2}$ gives the result.

For $\delta>0$, $C>0$ and $c_k\ne0$, the condition reads

$$r^2>\frac1\delta\ln\frac{C}{|c_k|}.$$

It is sufficient, and the sign may settle earlier. In the limiting case $\delta=0$ it becomes $C<|c_k|$, which fixes the sign at every $r$.

In Lean, `hbound` is the chain of estimates and `hsq` is the squared inequality. The second `nlinarith` call extracts the positive product.

```lean
/-- Let all other exponents exceed `a_k` by at least `δ`. At any `r` where
`(∑ |c_i|) exp(-δ r²)`, summed over the other primitives, is below `|c_k|`, the contraction has
the sign of `c_k`. -/
theorem sign_of_explicit_radius [DecidableEq ι] {s : Finset ι} {a c : ι → ℝ} {k : ι} {δ r : ℝ}
    (hk : k ∈ s) (hgap : ∀ i ∈ s, i ≠ k → a k + δ ≤ a i)
    (hr : (∑ i ∈ s.erase k, |c i|) * Real.exp (-δ * r ^ 2) < |c k|) :
    0 < c k * contraction s a c r := by
  -- the remainder is bounded term by term
  have hbound : |Real.exp (a k * r ^ 2) * contraction s a c r - c k| ≤
      (∑ i ∈ s.erase k, |c i|) * Real.exp (-δ * r ^ 2) := by
    rw [split_primitive c hk, add_sub_cancel_left, exp_mul_contraction, Finset.sum_mul]
    refine (Finset.abs_sum_le_sum_abs _ _).trans (Finset.sum_le_sum fun i hi => ?_)
    rw [abs_mul, abs_of_pos (Real.exp_pos _)]
    refine mul_le_mul_of_nonneg_left (Real.exp_le_exp.2 ?_) (abs_nonneg _)
    have h := hgap i (Finset.mem_of_mem_erase hi) (Finset.ne_of_mem_erase hi)
    nlinarith [mul_nonneg (sub_nonneg.2 h) (sq_nonneg r)]
  -- a number whose distance from `c k` is less than `|c k|` has the sign of `c k`
  have hsq := sq_lt_sq.mpr (hbound.trans_lt hr)
  have hpos : 0 < c k * (Real.exp (a k * r ^ 2) * contraction s a c r) := by
    nlinarith [sq_nonneg (Real.exp (a k * r ^ 2) * contraction s a c r)]
  rw [mul_left_comm] at hpos
  exact (mul_pos_iff_of_pos_left (Real.exp_pos _)).mp hpos
```

## (g) A prefactor that is too strong

Under the assumptions of (e), let $b>a_k$. Show that

$$\lim_{r\to\infty}e^{br^2}|f(r)|=\infty.$$

Split the prefactor:

$$e^{br^2}|f(r)|=e^{(b-a_k)r^2}\,\bigl|e^{a_kr^2}f(r)\bigr|.$$

The first factor grows without bound, and the second tends to $|c_k|>0$ by (d). Together with (b), this makes $a_k$ the Gaussian decay rate of $f$: a prefactor with $b<a_k$ loses to the decay, and one with $b>a_k$ wins.

The Lean steps `h1` and `h2` establish the growth and combine it with the positive limit; `h3` is the splitting of the exponential.

```lean
/-- If the strictly most diffuse primitive `k` has a nonzero coefficient and `b > a_k`, then
`exp(b r²) |f(r)|` grows without bound at large `r`. -/
theorem tendsto_atTop_of_exponent_lt {s : Finset ι} {a c : ι → ℝ} {k : ι} {b : ℝ} (hk : k ∈ s)
    (hmin : ∀ i ∈ s, i ≠ k → a k < a i) (hc : c k ≠ 0) (hb : a k < b) :
    Tendsto (fun r => Real.exp (b * r ^ 2) * |contraction s a c r|) atTop atTop := by
  have h1 : Tendsto (fun r : ℝ => (b - a k) * r ^ 2) atTop atTop :=
    (tendsto_pow_atTop two_ne_zero).const_mul_atTop (sub_pos.2 hb)
  have h2 := (Real.tendsto_exp_atTop.comp h1).atTop_mul_pos (abs_pos.2 hc)
    (tendsto_diffuse_coefficient c hk hmin).abs
  refine h2.congr fun r => ?_
  have h3 : Real.exp (b * r ^ 2) =
      Real.exp ((b - a k) * r ^ 2) * Real.exp (a k * r ^ 2) := by
    rw [← Real.exp_add]
    congr 1
    ring
  rw [Function.comp_apply, abs_mul, abs_of_pos (Real.exp_pos _), h3, mul_assoc]
```

## (h) A vanishing tail leaves nothing

Let the exponents be distinct, and let $f(r)=0$ for all sufficiently large $r$. Show that

$$c_i=0\quad\text{for every } i\in s.$$

Suppose some coefficient is nonzero. Discard the primitives with zero coefficients, which doesn't change $f$, and let $k$ be the most diffuse one left. Distinctness makes its exponent strictly smallest, so $e^{a_kr^2}f(r)\to c_k\ne0$ by (d). But this product is zero at large $r$, so its limit is $0$, a contradiction.

Thus primitives with distinct exponents on one centre are linearly independent, even when only their tails are seen. Distinctness is the hypothesis `Set.InjOn a s`. The proof forms the surviving set with `s.filter`, picks its smallest exponent with `exists_min_image`, and compares the two limits with `tendsto_nhds_unique`.

```lean
/-- If a contraction with distinct exponents vanishes at all sufficiently large `r`, then all
its coefficients are zero. -/
theorem coefficients_zero_of_tail_zero {s : Finset ι} {a c : ι → ℝ} (ha : Set.InjOn a s)
    (h : ∀ᶠ r in atTop, contraction s a c r = 0) : ∀ i ∈ s, c i = 0 := by
  intro j hj
  by_contra hcj
  -- pick the most diffuse primitive among those with nonzero coefficient
  obtain ⟨k, hk, hmin⟩ := (s.filter fun i => c i ≠ 0).exists_min_image a
    ⟨j, Finset.mem_filter.2 ⟨hj, hcj⟩⟩
  have hks := Finset.mem_filter.1 hk
  have hlim := tendsto_diffuse_coefficient c hk fun i hi hik =>
    lt_of_le_of_ne (hmin i hi) fun e => hik (ha (Finset.mem_filter.1 hi).1 hks.1 e.symm)
  have hsame : ∀ r, contraction (s.filter fun i => c i ≠ 0) a c r = contraction s a c r :=
    fun r => Finset.sum_filter_of_ne fun i _ hi => left_ne_zero_of_mul hi
  have hzero : Tendsto (fun r => Real.exp (a k * r ^ 2) *
      contraction (s.filter fun i => c i ≠ 0) a c r) atTop (𝓝 0) := by
    refine tendsto_const_nhds.congr' ?_
    filter_upwards [h] with r hr
    rw [hsame, hr, mul_zero]
  exact hks.2 (tendsto_nhds_unique hlim hzero)
```

## (i) Two primitives and one node

For $f(r)=e^{-r^2}-2e^{-2r^2}$, show that

$$f(r)>0\quad\Longleftrightarrow\quad r^2>\ln2.$$

Put $x=e^{-r^2}>0$. Then $f=x(1-2x)$, which is positive exactly when $x<\tfrac12$, that is, when $r^2>\ln2$.

The criterion in (f), with $\delta=1$, $C=2$ and $|c_k|=1$, gives the same threshold, so here it loses nothing. If the primitives are normalised in three dimensions, the ratio of the second coefficient to the first is $-2^{1/4}$ instead of $-2$.

In Lean, `![1, 2]` lists the exponents and `![1, -2]` the coefficients. The step `h3` is the factorisation, and the final rewriting turns the condition on $x$ into one on $r^2$.

```lean
/-- The contraction `exp(-r²) - 2 exp(-2r²)` is positive exactly where `r² > log 2`. -/
theorem two_primitive_sign_change (r : ℝ) :
    0 < contraction Finset.univ ![1, 2] ![1, -2] r ↔ Real.log 2 < r ^ 2 := by
  have h1 : contraction Finset.univ ![1, 2] ![1, -2] r =
      Real.exp (-r ^ 2) + -2 * Real.exp (-2 * r ^ 2) := by
    simp [contraction, Fin.sum_univ_two]
  have h2 : Real.exp (-2 * r ^ 2) = Real.exp (-r ^ 2) * Real.exp (-r ^ 2) := by
    rw [← Real.exp_add]
    congr 1
    ring
  have h3 : contraction Finset.univ ![1, 2] ![1, -2] r =
      Real.exp (-r ^ 2) * (1 - 2 * Real.exp (-r ^ 2)) := by
    rw [h1, h2]
    ring
  rw [h3, mul_pos_iff_of_pos_left (Real.exp_pos _), Real.log_lt_iff_lt_exp (by norm_num),
    Real.exp_neg, sub_pos, ← div_eq_mul_inv, div_lt_one (Real.exp_pos _)]

end

end GaussianTail
```

```lean
#print axioms GaussianTail.tail_sign
-- 'GaussianTail.tail_sign' depends on axioms: [propext, Classical.choice, Quot.sound]
#print axioms GaussianTail.tendsto_atTop_of_exponent_lt
-- 'GaussianTail.tendsto_atTop_of_exponent_lt' depends on axioms: [propext, Classical.choice, Quot.sound]
#print axioms GaussianTail.coefficients_zero_of_tail_zero
-- 'GaussianTail.coefficients_zero_of_tail_zero' depends on axioms: [propext, Classical.choice, Quot.sound]
#print axioms GaussianTail.two_primitive_sign_change
-- 'GaussianTail.two_primitive_sign_change' depends on axioms: [propext, Classical.choice, Quot.sound]
```
